# Projecting positive definite M and K separately onto orthonormal vectors gives two matrices whose product has no eigenvalue below the lowest of MK

A response calculation in a small trial space can return an excitation energy that is too low, or not an energy at all. Take

$$M=\begin{pmatrix}10&0\\0&1\end{pmatrix},\quad K=\begin{pmatrix}1&-2\\-2&5\end{pmatrix},\quad v=\tfrac{1}{\sqrt2}\begin{pmatrix}1\\1\end{pmatrix}.$$

Both matrices are positive definite, and the eigenvalues of $MK$, which are squared excitation energies, are positive. Yet projecting the product gives $v^TMKv=-3.5$. The problems below project $M$ and $K$ separately.

```lean
import Mathlib

open Matrix

namespace ProjectedResponse

variable {n k : Type*} [Fintype n] [DecidableEq n] [Fintype k] [DecidableEq k]
```

Let $A,B$ be real response blocks, $M=A+B$ and $K=A-B$. The index type `n` labels the finite basis in which they are written (in TDDFT, pairs of an occupied and an empty orbital) and `k` the trial vectors, which are the columns of $V$. Write $S_V=V^TSV$, in Lean `project V S`. Below, the projected product means $M_VK_V$, not $(MK)_V$. An eigenvalue needs a nonzero eigenvector with entries in the same ring as the matrix. An excitation energy is an $\omega>0$ with amplitudes $X,Y$, not both zero, satisfying $AX+BY=\omega X$ and $BX+AY=-\omega Y$.

```lean
/-- The number `μ` is an eigenvalue of the square matrix `P`: some nonzero vector is
multiplied by `μ`. -/
def IsEigenvalue {R : Type*} [CommRing R] (P : Matrix n n R) (μ : R) : Prop :=
  ∃ x : n → R, x ≠ 0 ∧ P *ᵥ x = μ • x

/-- The projection `Vᵀ S V` of a matrix `S` onto the trial vectors in the columns of `V`. -/
def project (V : Matrix n k ℝ) (S : Matrix n n ℝ) : Matrix k k ℝ := Vᵀ * S * V

/-- The number `ω` is an excitation energy of the response problem with blocks `A` and `B`:
it is positive and belongs to a nonzero pair of amplitudes `X`, `Y`. -/
def IsExcitation (A B : Matrix n n ℝ) (ω : ℝ) : Prop :=
  0 < ω ∧ ∃ X Y : n → ℝ, ¬(X = 0 ∧ Y = 0) ∧
    A *ᵥ X + B *ᵥ Y = ω • X ∧ B *ᵥ X + A *ᵥ Y = -(ω • Y)
```

## (a) Projected matrix elements

**Task.** For any real $S$, show $a\cdot S_Vb=(Va)\cdot S(Vb)$.

**Solution.** Use $a\cdot V^Tw=(Va)\cdot w$ with $w=SVb$.

```lean
omit [DecidableEq n] [DecidableEq k] in
/-- Matrix elements of a projected matrix are those of the full matrix between the
lifted vectors. -/
theorem dot_project (V : Matrix n k ℝ) (S : Matrix n n ℝ) (a b : k → ℝ) :
    a ⬝ᵥ project V S *ᵥ b = (V *ᵥ a) ⬝ᵥ S *ᵥ (V *ᵥ b) := by
  rw [project, ← mulVec_mulVec, ← mulVec_mulVec, Matrix.dotProduct_mulVec, vecMul_transpose]
```

## (b) Diagonal form

**Task.** For real symmetric $S$, find $U$ with $UU^T=1$ and $S=UDU^T$, where $D$ is diagonal and carries eigenvalues $d_j$ of $S$.

**Solution.** Put orthonormal eigenvectors, supplied by Mathlib's `eigenvectorBasis`, into the columns of $U$. Then $U^TU=1$, hence $UU^T=1$ because $U$ is square. Multiply $SU=UD$ by $U^T$ from the right.

```lean
/-- A real symmetric matrix is diagonalised by an orthogonal matrix, with eigenvalues on
the diagonal. -/
theorem spectral_form {S : Matrix n n ℝ} (hS : S.IsHermitian) :
    ∃ (U : Matrix n n ℝ) (d : n → ℝ), U * Uᵀ = 1 ∧ S = U * diagonal d * Uᵀ ∧
      ∀ j, IsEigenvalue S (d j) := by
  let e := hS.eigenvectorBasis
  have he : ∀ j, S *ᵥ (e j).ofLp = hS.eigenvalues j • (e j).ofLp :=
    fun j => hS.mulVec_eigenvectorBasis j
  let U : Matrix n n ℝ := Matrix.of fun i j => (e j).ofLp i
  have hU : Uᵀ * U = 1 := by
    ext i j
    have h := orthonormal_iff_ite.mp e.orthonormal i j
    simpa [U, Matrix.mul_apply, Matrix.one_apply, PiLp.inner_apply, mul_comm] using h
  have hU' : U * Uᵀ = 1 := mul_eq_one_comm.mp hU
  have hSU : S * U = U * diagonal hS.eigenvalues := by
    ext i j
    rw [Matrix.mul_diagonal]
    exact (congrFun (he j) i).trans (mul_comm _ _)
  refine ⟨U, hS.eigenvalues, hU', ?_, fun j => ⟨(e j).ofLp, fun h => ?_, he j⟩⟩
  · rw [← hSU, Matrix.mul_assoc, hU', Matrix.mul_one]
  · exact e.orthonormal.ne_zero j (by ext i; exact congrFun h i)
```

## (c) Rayleigh bound

**Task.** If no eigenvalue of symmetric $S$ lies below $\mu_0$, show $\mu_0\,u\cdot u\le u\cdot Su$.

**Solution.** With $w=U^Tu$, part (a) gives
$$u\cdot Su=\sum_j d_jw_j^2\ge\mu_0\sum_j w_j^2=\mu_0\,u\cdot u.$$
In Lean, `Finset.sum_le_sum` reduces the comparison to single terms, and the closing `nlinarith` proves the inequality for each term.

```lean
/-- Rayleigh bound: if no eigenvalue of a real symmetric matrix lies below `μ₀`, its
expectation values are at least `μ₀` times the squared norm. -/
theorem rayleigh_bound {S : Matrix n n ℝ} (hS : S.IsHermitian) {μ₀ : ℝ}
    (hmin : ∀ μ, IsEigenvalue S μ → μ₀ ≤ μ) (u : n → ℝ) :
    μ₀ * (u ⬝ᵥ u) ≤ u ⬝ᵥ S *ᵥ u := by
  obtain ⟨U, d, hU, hSd, hd⟩ := spectral_form hS
  have q := dot_project Uᵀ (diagonal d) u u
  have q1 := dot_project Uᵀ 1 u u
  rw [project, transpose_transpose, ← hSd] at q
  rw [project, transpose_transpose, Matrix.mul_one, hU, one_mulVec, one_mulVec] at q1
  rw [q, q1]
  generalize Uᵀ *ᵥ u = w
  simp only [dotProduct, mulVec_diagonal, Finset.mul_sum]
  refine Finset.sum_le_sum fun j _ => ?_
  nlinarith [mul_le_mul_of_nonneg_right (hmin _ (hd j)) (mul_self_nonneg (w j))]
```

## (d) Thouless inequality

**Task.** For positive definite $M,K$, with no eigenvalue of $MK$ below $\mu_0$, show
$$\mu_0(x\cdot y)^2\le(x\cdot Kx)(y\cdot My).$$

**Solution.** If $\mu_0\le0$, the left side is at most zero and the right side at least zero. Otherwise write $M=UDU^T$. Positivity of $M$ makes $D$ positive, so $C=D^{1/2}U^T$ gives $M=C^TC$, and $\det M>0$ makes $C$ invertible.

If $CKC^Tu=\mu u$ with $u\ne0$, multiplying by $C^T$ gives $MK(C^Tu)=\mu\,C^Tu$ with $C^Tu\ne0$. So (c) applies to the symmetric matrix $CKC^T$. Now write $x=C^Tu$, so that $x\cdot y=u\cdot Cy$. Cauchy–Schwarz (`cs`) and then (c) (`hR`) give
$$\mu_0(x\cdot y)^2\le\mu_0(u\cdot u)(Cy\cdot Cy)\le(u\cdot CKC^Tu)(y\cdot My)=(x\cdot Kx)(y\cdot My).$$

This is the lower-bound half of Thouless's minimum principle; whether the bound is attained is a separate question.

```lean
/-- Lower-bound half of Thouless's minimum principle, in product form: for positive definite `M` and
`K`, if no eigenvalue of `M K` lies below `μ₀`, then `μ₀ (x·y)² ≤ (x·Kx)(y·My)` for all `x` and `y`.
-/
theorem thouless_inequality {M K : Matrix n n ℝ} (hM : M.PosDef) (hK : K.PosDef) {μ₀ : ℝ}
    (hmin : ∀ μ, IsEigenvalue (M * K) μ → μ₀ ≤ μ) (x y : n → ℝ) :
    μ₀ * (x ⬝ᵥ y) ^ 2 ≤ (x ⬝ᵥ K *ᵥ x) * (y ⬝ᵥ M *ᵥ y) := by
  have hx0 : 0 ≤ x ⬝ᵥ K *ᵥ x := by
    simpa only [star_trivial] using hK.posSemidef.dotProduct_mulVec_nonneg x
  have hy0 : 0 ≤ y ⬝ᵥ M *ᵥ y := by
    simpa only [star_trivial] using hM.posSemidef.dotProduct_mulVec_nonneg y
  rcases le_total μ₀ 0 with h0 | h0
  · exact (mul_nonpos_of_nonpos_of_nonneg h0 (sq_nonneg _)).trans (mul_nonneg hx0 hy0)
  -- factor `M = Cᵀ C` with the square roots of its eigenvalues
  obtain ⟨C, hC⟩ : ∃ C : Matrix n n ℝ, Cᵀ * C = M := by
    obtain ⟨U, d, -, hMd, hd⟩ := spectral_form hM.isHermitian
    have hd0 : ∀ j, 0 ≤ d j := fun j => by
      obtain ⟨v, hv, hMv⟩ := hd j
      have h1 : 0 < v ⬝ᵥ M *ᵥ v := by
        simpa only [star_trivial] using hM.dotProduct_mulVec_pos hv
      have h2 : 0 ≤ v ⬝ᵥ v := Finset.sum_nonneg fun i _ => mul_self_nonneg (v i)
      rw [hMv, dotProduct_smul, smul_eq_mul] at h1
      by_contra h
      nlinarith
    have hq : diagonal (fun j => √(d j)) * diagonal (fun j => √(d j)) = diagonal d := by
      rw [diagonal_mul_diagonal]
      exact congrArg diagonal (funext fun j => Real.mul_self_sqrt (hd0 j))
    refine ⟨diagonal (fun j => √(d j)) * Uᵀ, ?_⟩
    rw [hMd, ← hq]
    simp only [transpose_mul, transpose_transpose, diagonal_transpose, Matrix.mul_assoc]
  have hdet : IsUnit (Cᵀ).det := isUnit_iff_ne_zero.mpr fun h => by
    have h1 := hM.det_pos
    rw [← hC, det_mul, h, zero_mul] at h1
    exact lt_irrefl _ h1
  have hKs : Kᵀ = K := by
    rw [← conjTranspose_eq_transpose_of_trivial]; exact hK.isHermitian
  have hH : (C * K * Cᵀ).IsHermitian := by
    rw [Matrix.IsHermitian, conjTranspose_eq_transpose_of_trivial]
    simp only [transpose_mul, transpose_transpose, hKs, Matrix.mul_assoc]
  -- eigenvalues of `C K Cᵀ` are eigenvalues of `M K`
  have hR := rayleigh_bound hH (μ₀ := μ₀) (fun μ ⟨u, hu, h⟩ => hmin μ ⟨Cᵀ *ᵥ u, fun h' => hu (by
    rw [← one_mulVec u, ← nonsing_inv_mul _ hdet, ← mulVec_mulVec, h', mulVec_zero]), by
    rw [← mulVec_smul, ← h, mulVec_mulVec, mulVec_mulVec, ← hC]
    simp only [Matrix.mul_assoc]⟩)
  obtain ⟨u, rfl⟩ : ∃ u, Cᵀ *ᵥ u = x :=
    ⟨(Cᵀ)⁻¹ *ᵥ x, by rw [mulVec_mulVec, mul_nonsing_inv _ hdet, one_mulVec]⟩
  have e1 := dot_project Cᵀ K u u
  rw [project, transpose_transpose] at e1
  have e2 := dot_project C 1 y y
  rw [project, Matrix.mul_one, hC, one_mulVec] at e2
  have e3 : (Cᵀ *ᵥ u) ⬝ᵥ y = u ⬝ᵥ C *ᵥ y := by
    rw [mulVec_transpose, ← Matrix.dotProduct_mulVec]
  have cs : (u ⬝ᵥ C *ᵥ y) ^ 2 ≤ (u ⬝ᵥ u) * ((C *ᵥ y) ⬝ᵥ (C *ᵥ y)) := by
    simpa only [dotProduct, pow_two] using
      Finset.sum_mul_sq_le_sq_mul_sq Finset.univ u (C *ᵥ y)
  rw [← e2] at cs
  rw [e3, ← e1]
  nlinarith [mul_le_mul_of_nonneg_left cs h0, mul_le_mul_of_nonneg_right (hR u) hy0]
```

## (e) Real eigenvalues

**Task.** Let $M,K$ be real symmetric and $K$ positive definite. If $MKx=zx$ with complex $x\ne0$, show $\operatorname{Im}z=0$ and find a real eigenvector.

**Solution.** Put $x=a+ib$ and $z=\alpha+i\beta$. Then
$$MKa=\alpha a-\beta b,\qquad MKb=\alpha b+\beta a.$$
Insert these into $(Kb)\cdot M(Ka)=(Ka)\cdot M(Kb)$, which is `h1`:
$$\alpha\,b\cdot Ka-\beta\,b\cdot Kb=\alpha\,a\cdot Kb+\beta\,a\cdot Ka.$$
Symmetry of $K$ cancels the $\alpha$ terms, leaving $\beta(a\cdot Ka+b\cdot Kb)=0$. The bracket is positive, so $\beta=0$, and whichever of $a,b$ is nonzero is a real eigenvector.

```lean
omit [DecidableEq k] in
/-- If `M` and `K` are real symmetric and `K` is positive definite, every complex eigenvalue
of `M K` is real and has a real eigenvector. -/
theorem eigenvalue_real {M K : Matrix k k ℝ} (hM : M.IsSymm) (hK : K.IsSymm)
    (pK : ∀ x, x ≠ 0 → 0 < x ⬝ᵥ K *ᵥ x) {z : ℂ}
    (hz : IsEigenvalue ((M * K).map (fun r : ℝ => (r : ℂ))) z) :
    z.im = 0 ∧ IsEigenvalue (M * K) z.re := by
  obtain ⟨x, hx, h⟩ := hz
  obtain ⟨a, ha⟩ : ∃ a : k → ℝ, a = fun i => (x i).re := ⟨_, rfl⟩
  obtain ⟨b, hb⟩ : ∃ b : k → ℝ, b = fun i => (x i).im := ⟨_, rfl⟩
  have hPa : (M * K) *ᵥ a = z.re • a - z.im • b := by
    generalize M * K = P at h ⊢
    ext i
    simpa [ha, hb, mulVec, dotProduct] using congrArg Complex.re (congrFun h i)
  have hPb : (M * K) *ᵥ b = z.re • b + z.im • a := by
    generalize M * K = P at h ⊢
    ext i
    simpa [ha, hb, mulVec, dotProduct] using congrArg Complex.im (congrFun h i)
  have sym : ∀ S : Matrix k k ℝ, S.IsSymm → ∀ u v, u ⬝ᵥ S *ᵥ v = v ⬝ᵥ S *ᵥ u := by
    intro S hS u v
    rw [Matrix.dotProduct_mulVec, ← mulVec_transpose, hS.eq, dotProduct_comm]
  have hab : a ≠ 0 ∨ b ≠ 0 := by
    by_contra! h0
    exact hx (funext fun i => Complex.ext
      (by simpa [ha] using congrFun h0.1 i) (by simpa [hb] using congrFun h0.2 i))
  have nn : ∀ v, 0 ≤ v ⬝ᵥ K *ᵥ v := fun v => by
    rcases eq_or_ne v 0 with rfl | hv
    · simp
    · exact (pK v hv).le
  -- symmetry of `M` isolates the imaginary part of the eigenvalue
  have h1 := sym M hM (K *ᵥ b) (K *ᵥ a)
  rw [mulVec_mulVec, mulVec_mulVec, hPa, hPb] at h1
  simp only [dotProduct_sub, dotProduct_add, dotProduct_smul, smul_eq_mul] at h1
  rw [dotProduct_comm (K *ᵥ b) a, dotProduct_comm (K *ᵥ b) b, dotProduct_comm (K *ᵥ a) a,
    dotProduct_comm (K *ᵥ a) b, sym K hK a b] at h1
  have hpos : 0 < a ⬝ᵥ K *ᵥ a + b ⬝ᵥ K *ᵥ b := by
    rcases hab with h0 | h0
    · linarith [pK a h0, nn b]
    · linarith [pK b h0, nn a]
  have him : z.im = 0 := (mul_eq_zero.mp
    (by linarith : z.im * (a ⬝ᵥ K *ᵥ a + b ⬝ᵥ K *ᵥ b) = 0)).resolve_right hpos.ne'
  refine ⟨him, ?_⟩
  rcases hab with h0 | h0
  · exact ⟨a, h0, by rw [hPa, him, zero_smul, sub_zero]⟩
  · exact ⟨b, h0, by rw [hPb, him, zero_smul, add_zero]⟩
```

## (f) The projected bound

**Task.** Let $M,K$ be positive definite and $V^TV=1$, with no eigenvalue of $MK$ below $\mu_0$. For every complex eigenvalue $z$ of $M_VK_V$, show
$$\operatorname{Im}z=0,\qquad \mu_0\le\operatorname{Re}z.$$

**Solution.** $M_V$ and $K_V$ are symmetric. If $a\ne0$ then $Va\ne0$, because $V^TVa=a$; hence $K_V$ is positive definite. By (e), $z=\lambda$ is real and $M_VK_Va=\lambda a$ for some real $a\ne0$.

Put $x=Va$, $y=VK_Va$ and $s=a\cdot K_Va>0$. Then $x\cdot y=s$, $x\cdot Kx=s$ and $y\cdot My=\lambda s$. Part (d) reads $\mu_0s^2\le\lambda s^2$; divide by $s^2$.

In Lean the projected product is cast to ℂ, so reality is a conclusion.

```lean
/-- Let `M` and `K` be positive definite and let `V` have orthonormal columns. If no eigenvalue
of `M K` lies below `μ₀`, every complex eigenvalue of the projected product
`(Vᵀ M V)(Vᵀ K V)` is real and at least `μ₀`. -/
theorem projected_eigenvalue_bound {M K : Matrix n n ℝ} (hM : M.PosDef) (hK : K.PosDef)
    {V : Matrix n k ℝ} (hV : Vᵀ * V = 1) {μ₀ : ℝ}
    (hmin : ∀ μ, IsEigenvalue (M * K) μ → μ₀ ≤ μ) {z : ℂ}
    (hz : IsEigenvalue ((project V M * project V K).map (fun r : ℝ => (r : ℂ))) z) :
    z.im = 0 ∧ μ₀ ≤ z.re := by
  have symm : ∀ S : Matrix n n ℝ, S.PosDef → (project V S).IsSymm := fun S hS => by
    have h : Sᵀ = S := by
      rw [← conjTranspose_eq_transpose_of_trivial]; exact hS.isHermitian
    simp only [Matrix.IsSymm, project, transpose_mul, transpose_transpose, h, Matrix.mul_assoc]
  have pK : ∀ a, a ≠ 0 → 0 < a ⬝ᵥ project V K *ᵥ a := fun a ha => by
    have hVa : V *ᵥ a ≠ 0 := fun h => ha (by
      rw [← one_mulVec a, ← hV, ← mulVec_mulVec, h, mulVec_zero])
    rw [dot_project]
    simpa only [star_trivial] using hK.dotProduct_mulVec_pos hVa
  obtain ⟨him, a, ha, h⟩ := eigenvalue_real (symm M hM) (symm K hK) pK hz
  refine ⟨him, ?_⟩
  -- insert the lifted vectors `V a` and `V (Vᵀ K V) a` into the Thouless inequality
  have t := thouless_inequality hM hK hmin (V *ᵥ a) (V *ᵥ (project V K *ᵥ a))
  have e := dot_project V 1 a (project V K *ᵥ a)
  rw [project, Matrix.mul_one, hV, one_mulVec, one_mulVec] at e
  rw [← e, ← dot_project, ← dot_project, mulVec_mulVec, h, dotProduct_smul, smul_eq_mul,
    dotProduct_comm (project V K *ᵥ a) a] at t
  have hs := pK a ha
  exact le_of_mul_le_mul_right (by linarith) (pow_pos hs 2)
```

For the opening matrices, $M_V=5.5$ and $K_V=1$. Their product $5.5$ lies above the lowest eigenvalue of $MK$, $(15-\sqrt{185})/2\approx0.70$.

Linear independence of the columns is not enough: for $1\times1$ matrices $M=K=1$ and $V=1/2$, the projected product is $1/16<1$.

## (g) When the projection is exact

**Task.** Let $V^TV=1$, $a\ne0$, $MK(Va)=\mu Va$ and $K(Va)=Vb$. Show $M_VK_Va=\mu a$.

**Solution.** First $K_Va=V^TVb=b$. Then $M_Vb=V^TMK(Va)=\mu V^TVa=\mu a$. Neither symmetry nor positivity is used.

```lean
omit [DecidableEq n] in
/-- If the space spanned by the orthonormal columns of `V` contains an eigenvector `x = V a` of
`M K` and also `K x = V b`, the projected product has the same eigenvalue. -/
theorem projected_eigenvalue_exact {M K : Matrix n n ℝ} {V : Matrix n k ℝ} (hV : Vᵀ * V = 1)
    {a b : k → ℝ} {μ : ℝ} (ha : a ≠ 0) (hb : K *ᵥ (V *ᵥ a) = V *ᵥ b)
    (h : (M * K) *ᵥ (V *ᵥ a) = μ • (V *ᵥ a)) :
    IsEigenvalue (project V M * project V K) μ := by
  have h1 : project V K *ᵥ a = b := by
    rw [project, ← mulVec_mulVec, ← mulVec_mulVec, hb, mulVec_mulVec, hV, one_mulVec]
  refine ⟨a, ha, ?_⟩
  rw [← mulVec_mulVec, h1, project, ← mulVec_mulVec, ← mulVec_mulVec, ← hb,
    mulVec_mulVec (V *ᵥ a) M K, h, mulVec_smul, mulVec_mulVec, hV, one_mulVec]
```

## (h) From eigenvalues to excitation energies

**Task.** For $\omega>0$, show that $\omega$ is an excitation energy exactly when some $d\ne0$ satisfies $(A+B)(A-B)d=\omega^2d$.

**Solution.** Adding and subtracting the response equations gives
$$(A+B)(X+Y)=\omega(X-Y),\qquad(A-B)(X-Y)=\omega(X+Y).$$
Take $d=X-Y$. If $d=0$, the second equation gives $X+Y=0$, so both amplitudes vanish, which is excluded. Conversely, set $s=\omega^{-1}(A-B)d$, $X=s+d$ and $Y=s-d$; both equations hold, and $X=Y=0$ would force $d=0$.

```lean
omit [DecidableEq n] in
/-- A positive `ω` is an excitation energy exactly when `ω²` is an eigenvalue of
`(A + B)(A - B)`. -/
theorem isExcitation_iff (A B : Matrix n n ℝ) {ω : ℝ} (hω : 0 < ω) :
    IsExcitation A B ω ↔ IsEigenvalue ((A + B) * (A - B)) (ω ^ 2) := by
  constructor
  · rintro ⟨-, X, Y, hXY, h1, h2⟩
    have hs : (A + B) *ᵥ (X + Y) = ω • (X - Y) := by
      simp only [add_mulVec, mulVec_add]
      linear_combination (norm := module) h1 + h2
    have hd : (A - B) *ᵥ (X - Y) = ω • (X + Y) := by
      simp only [sub_mulVec, mulVec_sub]
      linear_combination (norm := module) h1 - h2
    refine ⟨X - Y, fun h0 => hXY ?_, ?_⟩
    · rw [h0, mulVec_zero] at hd
      have h3 := (smul_eq_zero.mp hd.symm).resolve_left hω.ne'
      constructor <;> ext i <;> have p := congrFun h0 i <;> have q := congrFun h3 i <;>
        simp only [Pi.sub_apply, Pi.add_apply, Pi.zero_apply] at p q ⊢ <;> linarith
    · rw [← mulVec_mulVec, hd, mulVec_smul, hs, smul_smul, pow_two]
  · rintro ⟨d, hd0, h⟩
    -- rebuild the amplitudes from their difference `d` and sum `s`
    obtain ⟨s, hs, hd⟩ : ∃ s, (A + B) *ᵥ s = ω • d ∧ (A - B) *ᵥ d = ω • s := by
      refine ⟨ω⁻¹ • ((A - B) *ᵥ d), ?_, ?_⟩
      · rw [mulVec_smul, mulVec_mulVec, h, smul_smul]
        congr 1
        field_simp
      · rw [smul_smul, mul_inv_cancel₀ hω.ne', one_smul]
    simp only [add_mulVec, sub_mulVec] at hs hd
    refine ⟨hω, s + d, s - d, fun h0 => hd0 ?_, ?_, ?_⟩
    · ext i
      have p := congrFun h0.1 i
      have q := congrFun h0.2 i
      simp only [Pi.sub_apply, Pi.add_apply, Pi.zero_apply] at p q ⊢
      linarith
    · simp only [mulVec_add, mulVec_sub]
      linear_combination (norm := module) hs + hd
    · simp only [mulVec_add, mulVec_sub]
      linear_combination (norm := module) hs - hd

end ProjectedResponse
```

Since $(A\pm B)_V=A_V\pm B_V$, combining (f) and (h) by hand shows that no excitation energy of the projected blocks lies below the lowest one of the full blocks. In the example, $\sqrt{5.5}\approx2.35$ stands against $0.84$. For linear-response TDDFT in a finite real basis with a frequency-independent kernel and positive definite $A\pm B$, a subspace solver that projects this way onto orthonormal trial vectors therefore returns, in exact arithmetic, no energy below the lowest excitation energy of the full matrices. How the solver chooses $V$, whether and how fast it converges, and what rounding does are left open.

```lean
#print axioms ProjectedResponse.projected_eigenvalue_bound
-- 'ProjectedResponse.projected_eigenvalue_bound' depends on axioms: [propext, Classical.choice, Quot.sound]
#print axioms ProjectedResponse.projected_eigenvalue_exact
-- 'ProjectedResponse.projected_eigenvalue_exact' depends on axioms: [propext, Classical.choice, Quot.sound]
#print axioms ProjectedResponse.isExcitation_iff
-- 'ProjectedResponse.isExcitation_iff' depends on axioms: [propext, Classical.choice, Quot.sound]
```
